# Linear Stark Levels of Hydrogen: n − |k| Parabolic States for Each k

## Parabolic quantum numbers and units

A parabolic state of hydrogen is labelled by a triple (n₁, n₂, m). The parabolic quantum numbers n₁ and n₂ are natural numbers including zero, and the magnetic quantum number m is an integer of either sign. The principal quantum number is

n = n₁ + n₂ + |m| + 1,

and the electric quantum number is

k = n₁ − n₂.

The triples with a given n form shell n. Spin is left out, so each triple counts as one state.

Energies are in atomic units, for an infinitely heavy nucleus of charge 1. A uniform electric field of strength F along the z axis adds the term F z to the Hamiltonian of the electron. To first order in F the energy is

E(n, k) = −1/(2n²) + (3/2) n F k.

This formula is taken as given here. It stands for first-order degenerate perturbation theory within one shell, where the parabolic states diagonalise z. It is useful when the field splitting is large compared with the fine structure and small compared with the distance to neighbouring shells.

Since E depends on n and k but not separately on m, states of one shell with equal k remain degenerate. For |k| < n there are n − |k| of them, and over all k they add up to n². In this non-relativistic, spinless, first-order model, these numbers are the degeneracies of the Stark levels within one shell when F ≠ 0.

## The shell as an n × n square

Write m⁺ = max(m, 0), and give each state the two labels

a = n₁ + m⁺,  b = n₂ + m⁺.

Their difference is a − b = n₁ − n₂ = k. For their sum, use 2m⁺ = |m| + m:

a + b = n₁ + n₂ + |m| + m = n − 1 + m.

Both labels lie between 0 and n − 1, because m⁺ ≤ |m| gives a ≤ n₁ + |m| = n − 1 − n₂ ≤ n − 1, and likewise for b.

The labels determine the state. Given a and b, the sum fixes

m = a + b + 1 − n,

and then n₁ = a − m⁺ and n₂ = b − m⁺.

Every pair in the square also occurs. Take a and b between 0 and n − 1 and define m, n₁ and n₂ by these formulas. If m ≤ 0, then n₁ = a and n₂ = b are non-negative. If m > 0, then n₁ = a − m = n − 1 − b ≥ 0 and n₂ = b − m = n − 1 − a ≥ 0. The triple lies in the right shell, since

n₁ + n₂ + |m| + 1 = a + b − 2m⁺ + |m| + 1 = a + b − m + 1 = n.

The shell therefore has as many states as the square has points, namely n². In the language of the hidden SO(4) symmetry, a − (n−1)/2 and b − (n−1)/2 are the projections of two independent spins of size (n−1)/2.

## One diagonal for each k

States with a given k lie on the diagonal a − b = k of the square. Let j be the smaller of a and b. The larger label is then j + |k|, and it must not exceed n − 1. So j takes the values

j = 0, 1, …, n − 1 − |k|,

which are n − |k| values when |k| < n. Each gives exactly one pair, a = j + max(k, 0) and b = j + max(−k, 0), and hence one state.

Every k with −n < k < n occurs, and no other does. The sum over the diagonals is, for n ≥ 1,

Σₖ (n − |k|) = n + 2 [(n−1) + (n−2) + … + 1] = n + n(n−1) = n².

For n = 1 there is one state, with k = 0 and no linear shift. For n = 3 the levels k = −2, −1, 0, 1, 2 contain 1, 2, 3, 2, 1 states, nine in all.

## From equal k to equal energy

Two levels of the same shell differ in energy by

E(n, k) − E(n, k′) = (3/2) n F (k − k′).

For n ≥ 1 and F ≠ 0 this vanishes only if k = k′. Equal first-order energy within a shell therefore means equal k, and the states sharing the energy of a given state, that state included, number n − |k|. The 2n − 1 possible values of k give 2n − 1 distinct energies. At F = 0 they all merge into one level with n² states.

## The same count from a matrix diagonalisation

In a calculation the degeneracies appear when the matrix of z is diagonalised in the n² hydrogen orbitals of one shell. In the usual basis of orbitals with quantum numbers l and m, the matrix splits into blocks of fixed m, each of size n − |m|. The eigenvalues are (3/2) n k, so dividing them by 3n/2 and rounding to the nearest integer gives k. A tally of these integers should show each k exactly n − |k| times.

For n = 2, the 2s and 2p₀ orbitals are coupled by a matrix element of z of magnitude 3, which gives the eigenvalues +3 and −3. The orbitals with m = ±1 give zero twice. The tally for k = −1, 0, 1 is 1, 2, 1. A wrong count points to a missing orbital or a faulty matrix element. The test applies to z restricted to a single shell. Diagonalising the full Hamiltonian, field included, in a basis of several shells brings in higher-order shifts, which in general separate states with the same k and different |m|.

## How the Lean statements read

A state is an element `s` of `ℕ × ℕ × ℤ`, with `s.1` for n₁, `s.2.1` for n₂ and `s.2.2` for m. The definition `shell n` selects, from a finite box of triples, those that satisfy the equation for n. The theorem `mem_shell` shows that the box excludes nothing: membership is equivalent to the equation alone. The function `electricNumber` is k, `starkLevel n k` is the set of states of shell n with that k, and `pairLabels` is the pair (a, b).

The central theorem, `card_starkLevel`, assumes `|k| < n` and states that the number of elements of `starkLevel n k` is n − |k|. The equation is written in the integers because |k| is an integer there. The hypothesis already forces n ≥ 1. The theorem `sum_card_starkLevel` sums the counts over `Ioo (-(n : ℤ)) n`, the integers strictly between −n and n, and obtains n². It also holds for n = 0, where the shell is empty.

The energy enters as the definition `starkEnergy`, with a real field `F`. In `energy_degeneracy` the field is nonzero and `s` is any state of the shell; the theorem counts the states `t` with the same energy as `s`. The theorem `card_energies` states that, for n ≥ 1 and a nonzero field, the number of distinct energies in the shell is 2n − 1.

These are statements about labels and a given energy formula. The Schrödinger equation, the parabolic wave functions and the perturbation theory behind the formula are not formalised, and energies from different shells are not compared.

## The complete file

```lean
import Mathlib

open Finset

namespace HydrogenStarkDegeneracy

noncomputable section

/-- The parabolic states `(n₁, n₂, m)` of hydrogen with principal quantum number
`n = n₁ + n₂ + |m| + 1`. -/
def shell (n : ℕ) : Finset (ℕ × ℕ × ℤ) :=
  (range n ×ˢ range n ×ˢ Icc (-(n : ℤ)) n).filter
    fun s => s.1 + s.2.1 + s.2.2.natAbs + 1 = n

/-- The electric quantum number `k = n₁ - n₂` of a parabolic state. -/
def electricNumber (s : ℕ × ℕ × ℤ) : ℤ := (s.1 : ℤ) - s.2.1

/-- The states of shell `n` with electric quantum number `k`. -/
def starkLevel (n : ℕ) (k : ℤ) : Finset (ℕ × ℕ × ℤ) :=
  (shell n).filter fun s => electricNumber s = k

/-- The pair of labels `(n₁ + max(m,0), n₂ + max(m,0))` of a parabolic state. -/
def pairLabels (s : ℕ × ℕ × ℤ) : ℕ × ℕ :=
  (s.1 + s.2.2.toNat, s.2.1 + s.2.2.toNat)

/-- The energy, in atomic units and to first order in the field `F`, for principal
quantum number `n` and electric quantum number `k`. -/
def starkEnergy (n : ℕ) (F : ℝ) (k : ℤ) : ℝ :=
  -1 / (2 * (n : ℝ) ^ 2) + 3 / 2 * n * F * k

/-- A triple lies in shell `n` exactly when `n₁ + n₂ + |m| + 1 = n`. -/
theorem mem_shell {n : ℕ} {s : ℕ × ℕ × ℤ} :
    s ∈ shell n ↔ s.1 + s.2.1 + s.2.2.natAbs + 1 = n := by
  simp only [shell, mem_filter, mem_product, mem_range, mem_Icc]
  omega

/-- The difference of the two labels is the electric quantum number, and their sum is
the magnetic quantum number shifted by `n - 1`. -/
theorem pairLabels_sub_add {n : ℕ} {s : ℕ × ℕ × ℤ} (hs : s ∈ shell n) :
    ((pairLabels s).1 : ℤ) - (pairLabels s).2 = electricNumber s ∧
      ((pairLabels s).1 : ℤ) + (pairLabels s).2 = n - 1 + s.2.2 := by
  have h := mem_shell.1 hs
  simp only [pairLabels, electricNumber]
  omega

/-- The two labels put the states of shell `n` in bijection with the pairs of
numbers from `0` to `n - 1`. -/
theorem pairLabels_bijOn (n : ℕ) :
    Set.BijOn pairLabels (shell n : Set (ℕ × ℕ × ℤ))
      ((range n ×ˢ range n : Finset (ℕ × ℕ)) : Set (ℕ × ℕ)) := by
  refine ⟨?_, ?_, ?_⟩
  · intro s hs
    have h := mem_shell.1 (mem_coe.1 hs)
    refine mem_coe.2 (mem_product.2 ⟨mem_range.2 ?_, mem_range.2 ?_⟩) <;>
      simp only [pairLabels] <;> omega
  · rintro ⟨a, b, m⟩ hs ⟨a', b', m'⟩ ht h
    have h1 := mem_shell.1 (mem_coe.1 hs)
    have h2 := mem_shell.1 (mem_coe.1 ht)
    simp only [pairLabels, Prod.mk.injEq] at h h1 h2 ⊢
    omega
  · -- the sum of the labels fixes `m`, and then `n₁` and `n₂` follow
    rintro ⟨a, b⟩ h
    have h' := mem_product.1 (mem_coe.1 h)
    simp only [mem_range] at h'
    refine ⟨(a - (a + b + 1 - n), b - (a + b + 1 - n), (a : ℤ) + b + 1 - n),
      mem_coe.2 (mem_shell.2 ?_), ?_⟩
    · dsimp only
      omega
    · simp only [pairLabels, Prod.mk.injEq]
      omega

/-- Shell `n` contains `n²` parabolic states. -/
theorem card_shell (n : ℕ) : (shell n).card = n ^ 2 := by
  have h := pairLabels_bijOn n
  have hc : (shell n).card = (range n ×ˢ range n).card :=
    card_nbij pairLabels (fun s hs => mem_coe.1 (h.mapsTo (mem_coe.2 hs)))
      h.injOn h.surjOn
  rw [hc, card_product, card_range, sq]

/-- For `|k| < n`, exactly `n - |k|` parabolic states of shell `n` have electric
quantum number `k`. -/
theorem card_starkLevel {n : ℕ} {k : ℤ} (hk : |k| < n) :
    ((starkLevel n k).card : ℤ) = n - |k| := by
  rw [Int.abs_eq_natAbs] at hk ⊢
  -- count the states by the smaller of their two labels
  have hc : (starkLevel n k).card = (range (n - k.natAbs)).card := by
    refine card_nbij (fun s => min s.1 s.2.1 + s.2.2.toNat) ?_ ?_ ?_
    · intro s hs
      obtain ⟨h1, h2⟩ := mem_filter.1 hs
      have h1 := mem_shell.1 h1
      simp only [electricNumber] at h2
      refine mem_range.2 ?_
      dsimp only
      omega
    · rintro ⟨a, b, m⟩ hs ⟨a', b', m'⟩ ht h
      obtain ⟨h1, h2⟩ := mem_filter.1 (mem_coe.1 hs)
      obtain ⟨h3, h4⟩ := mem_filter.1 (mem_coe.1 ht)
      have h1 := mem_shell.1 h1
      have h3 := mem_shell.1 h3
      simp only [electricNumber, Prod.mk.injEq] at h h1 h2 h3 h4 ⊢
      omega
    · intro j hj
      have hj := mem_range.1 (mem_coe.1 hj)
      -- the labels are `j + max(k,0)` and `j + max(-k,0)`
      refine ⟨(j + k.toNat - (2 * j + k.natAbs + 1 - n),
        j + (-k).toNat - (2 * j + k.natAbs + 1 - n),
        2 * (j : ℤ) + k.natAbs + 1 - n),
        mem_coe.2 (mem_filter.2 ⟨mem_shell.2 ?_, ?_⟩), ?_⟩
      · dsimp only
        omega
      · simp only [electricNumber]
        omega
      · dsimp only
        omega
  rw [hc, card_range]
  omega

/-- The electric quantum numbers occurring in shell `n` are the integers `k` with
`-n < k < n`. -/
theorem image_electricNumber (n : ℕ) :
    (shell n).image electricNumber = Ioo (-(n : ℤ)) n := by
  ext k
  rw [mem_image, mem_Ioo]
  constructor
  · rintro ⟨s, hs, rfl⟩
    have h := mem_shell.1 hs
    simp only [electricNumber]
    omega
  · intro hk
    refine ⟨(k.toNat, (-k).toNat, (n : ℤ) - 1 - k.natAbs), mem_shell.2 ?_, ?_⟩
    · dsimp only
      omega
    · simp only [electricNumber]
      omega

/-- The numbers of states with electric quantum number `k`, summed over
`-n < k < n`, give `n²`. -/
theorem sum_card_starkLevel (n : ℕ) :
    ∑ k ∈ Ioo (-(n : ℤ)) n, (starkLevel n k).card = n ^ 2 := by
  rw [← card_shell n, ← image_electricNumber n]
  exact (card_eq_sum_card_image electricNumber (shell n)).symm

/-- In a nonzero field, different electric quantum numbers of one shell have different
first-order energies. -/
theorem starkEnergy_injective {n : ℕ} (hn : 1 ≤ n) {F : ℝ} (hF : F ≠ 0) :
    Function.Injective (starkEnergy n F) := by
  intro k l h
  have hn' : (n : ℝ) ≠ 0 := by
    exact_mod_cast (by omega : n ≠ 0)
  have hc : 3 / 2 * (n : ℝ) * F ≠ 0 :=
    mul_ne_zero (mul_ne_zero (by norm_num) hn') hF
  simp only [starkEnergy] at h
  exact_mod_cast mul_left_cancel₀ hc (add_left_cancel h)

/-- In a nonzero field, the states of shell `n` with the same first-order energy as a
given state `s` number `n - |k|`, where `k` is the electric quantum number of `s`. -/
theorem energy_degeneracy {n : ℕ} {F : ℝ} (hF : F ≠ 0) {s : ℕ × ℕ × ℤ}
    (hs : s ∈ shell n) :
    (((shell n).filter fun t => starkEnergy n F (electricNumber t) =
      starkEnergy n F (electricNumber s)).card : ℤ) = n - |electricNumber s| := by
  have h := mem_shell.1 hs
  have hk : |electricNumber s| < n := by
    rw [Int.abs_eq_natAbs]
    simp only [electricNumber]
    omega
  rw [← card_starkLevel hk]
  congr 2
  ext t
  simp only [starkLevel, mem_filter,
    (starkEnergy_injective (by omega : 1 ≤ n) hF).eq_iff]

/-- In a nonzero field, shell `n ≥ 1` has `2n - 1` distinct first-order energies. -/
theorem card_energies {n : ℕ} (hn : 1 ≤ n) {F : ℝ} (hF : F ≠ 0) :
    (((shell n).image fun s => starkEnergy n F (electricNumber s)).card : ℤ)
      = 2 * n - 1 := by
  have e : ((shell n).image fun s => starkEnergy n F (electricNumber s))
      = ((shell n).image electricNumber).image (starkEnergy n F) := by
    rw [image_image]
    rfl
  rw [e, card_image_of_injective _ (starkEnergy_injective hn hF),
    image_electricNumber, Int.card_Ioo]
  omega

end

end HydrogenStarkDegeneracy
```

```lean
#print axioms HydrogenStarkDegeneracy.card_starkLevel
#print axioms HydrogenStarkDegeneracy.sum_card_starkLevel
#print axioms HydrogenStarkDegeneracy.energy_degeneracy
#print axioms HydrogenStarkDegeneracy.card_energies
```

```
'HydrogenStarkDegeneracy.card_starkLevel' depends on axioms: [propext, Classical.choice, Quot.sound]
'HydrogenStarkDegeneracy.sum_card_starkLevel' depends on axioms: [propext, Classical.choice, Quot.sound]
'HydrogenStarkDegeneracy.energy_degeneracy' depends on axioms: [propext, Classical.choice, Quot.sound]
'HydrogenStarkDegeneracy.card_energies' depends on axioms: [propext, Classical.choice, Quot.sound]
```

## How the proof follows the square and its diagonals

Most steps end in linear arithmetic over integers and natural numbers, which the tactic `omega` decides. It also handles the absolute value `natAbs`, the minimum, and `toNat`, which sends an integer m to max(m, 0). Once a goal has been unfolded to such expressions, the case distinction between positive and negative m is left to `omega`.

**The bijection.** `pairLabels_sub_add` proves the two relations a − b = k and a + b = n − 1 + m. `pairLabels_bijOn` then has three parts, in the order of the derivation: the labels lie in the square, they determine the state, and every pair is reached. For the last part the proof supplies the state explicitly. Its first entry is `a - (a + b + 1 - n)`, computed in the natural numbers, where a subtraction that would go negative gives zero. The inner bracket is therefore m⁺, and the entry is n₁ = a − m⁺. The third entry is computed in the integers and is m itself. `card_shell` turns the bijection into the count n².

**One level.** `card_starkLevel` does not go through the square. It maps each state of the level directly to `min s.1 s.2.1 + s.2.2.toNat`, which is the smaller label j, and shows that this is a bijection onto the numbers below n − |k|. The lemma `card_nbij` asks for the same three things as before: the values lie in the range, different states have different j, and every j occurs. The state supplied for a given j is the one with labels j + max(k, 0) and j + max(−k, 0), for which m = 2j + |k| + 1 − n.

**The sum.** `image_electricNumber` shows that the values of k in the shell are exactly those with −n < k < n. For a given k it exhibits the state with n₁ = max(k, 0), n₂ = max(−k, 0) and m = n − 1 − |k|. `sum_card_starkLevel` then uses the fact that a finite set is the disjoint union of its parts with fixed k, so the sizes of the parts add up to the n² of `card_shell`. The arithmetic series evaluated by hand above is not needed.

**The energies.** `starkEnergy_injective` cancels the common term −1/(2n²) and then the factor (3/2) n F, which is nonzero because n ≥ 1 and F ≠ 0. In `energy_degeneracy` this replaces the condition of equal energy by that of equal k, so the set being counted becomes a `starkLevel`. The bound |k| < n that `card_starkLevel` requires comes from the membership of `s` in the shell. `card_energies` writes the set of energies as the image of the set of k values under `starkEnergy n F`; an injective map preserves the number of elements, and there are 2n − 1 integers strictly between −n and n.
